# The damping factor $(1-e^{-kG})^2$ removes at most a fraction $2e^{-kg}$ of second-order dispersion when all gaps $G$ are at least $g>0$

The regularizer is taken here as an explicit factor on each second-order term, with the couplings and energy gaps as given real numbers. Orbitals and excitation energies therefore do not respond to the regularization. The terms carry a label $p$ from a finite set, `ι` in the code; a second finite set `κ` will label the excitations of a second monomer.

```lean
import Mathlib

open Finset Matrix

namespace RegularizedLondonDispersion

noncomputable section

variable {ι κ : Type*} [Fintype ι] [Fintype κ]
```

A term with gap $x$ is multiplied by

$$d_k(x)=(1-e^{-kx})^2 ,$$

where the parameter $k\ge 0$ is an inverse energy that sets the gap scale below which terms are suppressed.

```lean
/-- The factor `(1 - exp(-k x))²` by which the regularizer with parameter `k` multiplies
a second-order term with energy gap `x`. -/
def damping (k x : ℝ) : ℝ := (1 - Real.exp (-(k * x))) ^ 2
```

With couplings $v_p$ and positive gaps $G_p$, the second-order energy is $-C$, where $C=\sum_p v_p^2/G_p$. The code works with the nonnegative magnitude $C$.

```lean
/-- Magnitude of the second-order dispersion energy, `∑ v²/G`, for couplings `v` and positive gaps
`G`. -/
def dispersion (v G : ι → ℝ) : ℝ := ∑ p, v p ^ 2 / G p
```

The regularized magnitude is $K=\sum_p d_k(G_p)\,v_p^2/G_p$.

```lean
/-- Magnitude of the regularized dispersion energy, `∑ (1 - exp(-k G))² v²/G`, for couplings `v` and
positive gaps `G`. -/
def regDispersion (k : ℝ) (v G : ι → ℝ) : ℝ := ∑ p, damping k (G p) * (v p ^ 2 / G p)
```

For London's case the coupling is the interaction of two transition dipoles $\mu,\nu$ at separation $R$ along $z$. In atomic units it is $(\mu\cdot\nu-3\mu_z\nu_z)/R^3$. The numerator is defined separately; Lean counts components from 0, so `μ 2` is $\mu_z$.

```lean
/-- Numerator (the factor multiplying `1/R³`) of the interaction of two dipoles whose separation
lies along the third axis: `μ·ν - 3 μ_z ν_z`. -/
def dipoleFactor (μ ν : Fin 3 → ℝ) : ℝ := μ ⬝ᵥ ν - 3 * μ 2 * ν 2
```

## How much dispersion survives

If $0\le x\le y$, then $e^{-ky}\le e^{-kx}\le 1$, so $0\le 1-e^{-kx}\le 1-e^{-ky}$. Squaring gives $d_k(x)\le d_k(y)$: small gaps are damped most. In the code, `h1` and `h2` are the two exponential inequalities, and the last line squares.

```lean
/-- For `k ≥ 0` the damping factor does not decrease when a nonnegative gap grows. -/
theorem damping_mono {k x y : ℝ} (hk : 0 ≤ k) (hx : 0 ≤ x) (hxy : x ≤ y) :
    damping k x ≤ damping k y := by
  have h1 : Real.exp (-(k * x)) ≤ 1 :=
    Real.exp_le_one_iff.mpr (by have := mul_nonneg hk hx; linarith)
  have h2 : Real.exp (-(k * y)) ≤ Real.exp (-(k * x)) :=
    Real.exp_le_exp.mpr (by have := mul_le_mul_of_nonneg_left hxy hk; linarith)
  exact pow_le_pow_left₀ (by linarith) (by linarith) 2
```

The factor also stays below one. With $e=e^{-kx}\in(0,1]$,

$$1-d_k(x)=e(2-e)>0 ,$$

and this product is what `nlinarith` receives.

```lean
/-- For `k ≥ 0` and a nonnegative gap the damping factor is strictly below one. -/
theorem damping_lt_one {k x : ℝ} (hk : 0 ≤ k) (hx : 0 ≤ x) : damping k x < 1 := by
  have h0 := Real.exp_pos (-(k * x))
  have h1 : Real.exp (-(k * x)) ≤ 1 :=
    Real.exp_le_one_iff.mpr (by have := mul_nonneg hk hx; linarith)
  unfold damping
  nlinarith [mul_pos h0 (show 0 < 2 - Real.exp (-(k * x)) by linarith)]
```

Now let every gap satisfy $G_p\ge g>0$. Physically, $g$ is a floor on the energy gaps that excludes degeneracy with the reference state; it is assumed, not derived. Each term is nonnegative and keeps at least the fraction $d_k(g)$, so summing gives

$$(1-e^{-kg})^2\,C\le K .$$

The proof moves the factor inside the sum and compares term by term.

```lean
/-- If all gaps are at least `g > 0` and `k ≥ 0`, the regularized dispersion energy keeps at
least the fraction `(1 - exp(-k g))²` of the unregularized one. -/
theorem retained_fraction {k g : ℝ} (v G : ι → ℝ) (hk : 0 ≤ k) (hg : 0 < g)
    (hG : ∀ p, g ≤ G p) : damping k g * dispersion v G ≤ regDispersion k v G := by
  unfold dispersion regDispersion
  rw [Finset.mul_sum]
  refine Finset.sum_le_sum fun p _ => ?_
  exact mul_le_mul_of_nonneg_right (damping_mono hk hg.le (hG p))
    (div_nonneg (sq_nonneg _) (hg.le.trans (hG p)))
```

Since each factor is below one, $K\le C$. Expanding the square in the previous bound gives

$$C-K\le(2e^{-kg}-e^{-2kg})\,C\le 2e^{-kg}C .$$

The two bullets of the proof establish $K\le C$ and $C-K\le 2e^{-kg}C$. For regularized second-order calculations modelled by such a finite sum with fixed gaps, the relative loss thus has an upper bound that depends only on $k$ and the smallest gap.

```lean
/-- If all gaps are at least `g > 0` and `k ≥ 0`, regularization never strengthens dispersion,
and the part it removes is at most `2 exp(-k g)` times the unregularized magnitude. -/
theorem dispersion_loss {k g : ℝ} (v G : ι → ℝ) (hk : 0 ≤ k) (hg : 0 < g)
    (hG : ∀ p, g ≤ G p) :
    0 ≤ dispersion v G - regDispersion k v G ∧
      dispersion v G - regDispersion k v G ≤
        2 * Real.exp (-(k * g)) * dispersion v G := by
  have hterm : ∀ p, 0 ≤ v p ^ 2 / G p := fun p =>
    div_nonneg (sq_nonneg _) (hg.le.trans (hG p))
  constructor
  · -- each term is multiplied by a factor below one
    refine sub_nonneg.mpr (Finset.sum_le_sum fun p _ => ?_)
    exact mul_le_of_le_one_left (hterm p) (damping_lt_one hk (hg.le.trans (hG p))).le
  · -- expand the square in the retained fraction and drop the second-order exponential
    have hC : 0 ≤ dispersion v G := Finset.sum_nonneg fun p _ => hterm p
    have h := retained_fraction v G hk hg hG
    unfold damping at h
    nlinarith [mul_nonneg (sq_nonneg (Real.exp (-(k * g)))) hC]
```

If some $v_q\ne0$ and all gaps are positive, term $q$ strictly decreases and no other term increases. Hence $K<C$. `Finset.sum_lt_sum` takes exactly these two facts.

```lean
/-- With positive gaps, `k ≥ 0` and at least one nonzero coupling, regularization strictly
weakens dispersion. -/
theorem strictly_weaker {k : ℝ} (v G : ι → ℝ) (hk : 0 ≤ k) (hG : ∀ p, 0 < G p)
    (hv : ∃ p, v p ≠ 0) : regDispersion k v G < dispersion v G := by
  obtain ⟨q, hq⟩ := hv
  refine Finset.sum_lt_sum (fun p _ => ?_) ⟨q, Finset.mem_univ q, ?_⟩
  · exact mul_le_of_le_one_left (div_nonneg (sq_nonneg _) (hG p).le)
      (damping_lt_one hk (hG p).le).le
  · exact mul_lt_of_lt_one_left (div_pos (pow_pos (abs_pos.mpr hq) 2 |>.trans_eq (sq_abs _))
      (hG q)) (damping_lt_one hk (hG q).le)
```

## The constant 2 and the choice of $k$

Let all gaps equal $g$, and write $e=e^{-kg}$. Then $K=(1-e)^2C$, and the loss is exactly $e(2-e)C$. For $c<2$ and $C>0$ it exceeds $c\,e\,C$ once $e<2-c$. Choose $k=1/\big((2-c)g\big)$ and set $y=1/(2-c)$. Because $e^{y}\ge 1+y>y$, we get $e=e^{-y}<1/y=2-c$. No constant below 2 therefore works for all $k>0$. In the code, `he` is the inequality for $e$, and `hK` takes the common factor out of the sum.

```lean
/-- The constant 2 in the bound on the loss is optimal: for equal gaps `g > 0`, a nonzero
coupling and any `c < 2`, some `k > 0` gives a loss above `c exp(-k g)` times the
unregularized magnitude. -/
theorem loss_constant_sharp {g c : ℝ} (v : ι → ℝ) (hv : ∃ p, v p ≠ 0) (hg : 0 < g)
    (hc : c < 2) :
    ∃ k > 0, c * Real.exp (-(k * g)) * dispersion v (fun _ => g) <
      dispersion v (fun _ => g) - regDispersion k v (fun _ => g) := by
  have hd : 0 < 2 - c := by linarith
  refine ⟨(2 - c)⁻¹ / g, by positivity, ?_⟩
  have hkg : (2 - c)⁻¹ / g * g = (2 - c)⁻¹ := div_mul_cancel₀ _ hg.ne'
  -- this k makes the exponential smaller than 2 - c
  have he : Real.exp (-(2 - c)⁻¹) < 2 - c := by
    rw [Real.exp_neg]
    exact inv_lt_of_inv_lt₀ hd (by linarith [Real.add_one_le_exp (2 - c)⁻¹])
  have hC : 0 < dispersion v (fun _ => g) := by
    obtain ⟨q, hq⟩ := hv
    exact Finset.sum_pos' (fun p _ => by positivity) ⟨q, Finset.mem_univ q, by positivity⟩
  -- for equal gaps the damping factor comes out of the sum
  have hK : regDispersion ((2 - c)⁻¹ / g) v (fun _ => g) =
      damping ((2 - c)⁻¹ / g) g * dispersion v (fun _ => g) := by
    unfold regDispersion dispersion
    rw [Finset.mul_sum]
  rw [hK, damping, hkg]
  nlinarith [mul_pos (mul_pos (Real.exp_pos (-(2 - c)⁻¹)) (sub_pos.mpr he)) hC]
```

To keep the relative loss within $\varepsilon>0$, it suffices that $2e^{-kg}\le\varepsilon$, that is

$$k\ge\frac{\ln(2/\varepsilon)}{g} .$$

Then $C-K\le\varepsilon C$. The proof turns the condition on $k$ into $e^{-kg}\le\varepsilon/2$ and applies the loss bound.

```lean
/-- Choice of the parameter: if all gaps are at least `g > 0`, then any `k ≥ 0` with
`k ≥ log(2/ε)/g` keeps the relative loss of dispersion within `ε > 0`. -/
theorem loss_within_tolerance {k g ε : ℝ} (v G : ι → ℝ) (hk : 0 ≤ k) (hg : 0 < g)
    (hG : ∀ p, g ≤ G p) (hε : 0 < ε) (hkε : Real.log (2 / ε) / g ≤ k) :
    dispersion v G - regDispersion k v G ≤ ε * dispersion v G := by
  have hlog : Real.log (2 / ε) ≤ k * g := (div_le_iff₀ hg).mp hkε
  have he : Real.exp (-(k * g)) ≤ ε / 2 := by
    calc Real.exp (-(k * g)) ≤ Real.exp (-Real.log (2 / ε)) :=
          Real.exp_le_exp.mpr (by linarith)
      _ = ε / 2 := by rw [Real.exp_neg, Real.exp_log (by positivity), inv_div]
  have hC : 0 ≤ dispersion v G := Finset.sum_nonneg fun p _ =>
    div_nonneg (sq_nonneg _) (hg.le.trans (hG p))
  exact (dispersion_loss v G hk hg hG).2.trans
    (mul_le_mul_of_nonneg_right (by linarith) hC)
```

## London's $R^{-6}$ law

Let the couplings be $f_p/R^3$ with $R\ne0$, and let $k$, the $f_p$ and the gaps be independent of $R$. Since $R^6(f_p/R^3)^2=f_p^2$, multiplying $K$ by $R^6$ leaves the regularized sum with $f_p$ as couplings, which does not depend on $R$. The power law survives, and only its coefficient changes.

```lean
/-- For couplings `f/R³` with `R ≠ 0`, the regularized sum times `R⁶` equals the regularized sum
with couplings `f`, at the same `k` and gaps `G`. This is the `R⁻⁶` law when `k`, `f` and `G` do not
depend on `R`. -/
theorem inverse_sixth_power {R : ℝ} (k : ℝ) (f G : ι → ℝ) (hR : R ≠ 0) :
    R ^ 6 * regDispersion k (fun p => f p / R ^ 3) G = regDispersion k f G := by
  unfold regDispersion
  rw [Finset.mul_sum]
  refine Finset.sum_congr rfl fun p _ => ?_
  have h : R ^ 6 * (f p / R ^ 3) ^ 2 = f p ^ 2 := by field_simp
  linear_combination (damping k (G p) / G p) * h
```

For two monomers, $p=(i,j)$ pairs an excitation of energy $a_i\ge\alpha>0$ with one of energy $b_j\ge\beta>0$. The gap is $G_{ij}=a_i+b_j\ge\alpha+\beta$. Taking $g=\alpha+\beta$ in the loss bound and rearranging gives

$$\big(1-2e^{-k(\alpha+\beta)}\big)C_6\le R^6K\le C_6 .$$

Here $C_6$ is the unregularized sum over the listed transitions, with real dipoles at fixed orientation. There is no rotational average, continuum of excitations, exchange or higher multipole. The lower bound is informative only when $e^{-k(\alpha+\beta)}<1/2$. In the code, `hK` removes the distance and `h` is the loss bound for the pairs.

```lean
/-- Two monomers with real transition dipoles `μ`, `ν` and excitation energies `a ≥ α > 0`,
`b ≥ β > 0`, at distance `R ≠ 0`: for `k ≥ 0` the magnitude of the regularized dispersion energy
times `R⁶` lies between `1 - 2 exp(-k (α + β))` times the unregularized `C₆` coefficient and `C₆`
itself. -/
theorem london_c6_bounds {k α β R : ℝ} (μ : ι → Fin 3 → ℝ) (ν : κ → Fin 3 → ℝ)
    (a : ι → ℝ) (b : κ → ℝ) (hk : 0 ≤ k) (hα : 0 < α) (hβ : 0 < β)
    (ha : ∀ i, α ≤ a i) (hb : ∀ j, β ≤ b j) (hR : R ≠ 0) :
    let G : ι × κ → ℝ := fun p => a p.1 + b p.2
    let C₆ := dispersion (fun p : ι × κ => dipoleFactor (μ p.1) (ν p.2)) G
    let K := regDispersion k (fun p : ι × κ => dipoleFactor (μ p.1) (ν p.2) / R ^ 3) G
    (1 - 2 * Real.exp (-(k * (α + β)))) * C₆ ≤ R ^ 6 * K ∧ R ^ 6 * K ≤ C₆ := by
  intro G C₆ K
  have hK : R ^ 6 * K =
      regDispersion k (fun p : ι × κ => dipoleFactor (μ p.1) (ν p.2)) G :=
    inverse_sixth_power k _ G hR
  have h := dispersion_loss (fun p : ι × κ => dipoleFactor (μ p.1) (ν p.2)) G hk
    (add_pos hα hβ) (fun p => add_le_add (ha p.1) (hb p.2))
  rw [hK]
  constructor
  · linarith [h.2]
  · linarith [h.1]

end

end RegularizedLondonDispersion
```

```lean
#print axioms RegularizedLondonDispersion.dispersion_loss
#print axioms RegularizedLondonDispersion.loss_constant_sharp
#print axioms RegularizedLondonDispersion.loss_within_tolerance
#print axioms RegularizedLondonDispersion.london_c6_bounds
```

```
'RegularizedLondonDispersion.dispersion_loss' depends on axioms: [propext, Classical.choice, Quot.sound]
'RegularizedLondonDispersion.loss_constant_sharp' depends on axioms: [propext, Classical.choice, Quot.sound]
'RegularizedLondonDispersion.loss_within_tolerance' depends on axioms: [propext, Classical.choice, Quot.sound]
'RegularizedLondonDispersion.london_c6_bounds' depends on axioms: [propext, Classical.choice, Quot.sound]
```
